# For positive resistances, −Im Z of a Voigt circuit is at most half the summed resistance of its RC elements, with equality exactly when ωτ = 1 for every element

Suppose a measured impedance spectrum shows a single arc in the Nyquist plot, and its width is estimated as twice its height. For one resistor in parallel with one capacitor this gives the resistance correctly. For two such elements in series it can be wrong even though the plot shows only one arc. Take two elements of $1\ \Omega$ each, with time constants $1\ \mathrm{s}$ and $4\ \mathrm{s}$. Their responses merge into one arc, whose highest point, at angular frequency $\tfrac12\ \mathrm{s}^{-1}$, has height $0.8\ \Omega$. Doubling the height gives $1.6\ \Omega$, while the two resistances add up to $2\ \Omega$.

For circuits built from such ideal elements the estimate is never too large. In a Voigt circuit with finitely many elements and positive resistances, twice the value of $-\operatorname{Im} Z$ at any frequency is at most the total resistance of the elements, and the two agree only if every element is at its own characteristic frequency. When such a circuit is used to simulate or fit a spectrum, this also gives a check on the computed values: apart from rounding, a point above half the total resistance means that the calculation contains a mistake.

## The circuit and its impedance

A Voigt circuit is a series resistance $R_0$ followed by parallel RC elements, all in series. The elements carry labels $k$ from a finite set, which is the type `ι` in the code. The set may be empty, in which case only $R_0$ remains.

In Lean 4 with Mathlib:

```lean
import Mathlib

open Finset

namespace VoigtImpedance

noncomputable section

variable {ι : Type*} [Fintype ι]
```

With the time dependence $e^{+i\omega t}$, a capacitor $C_k$ has impedance $1/(i\omega C_k)$. In parallel with a resistor $R_k$ it gives

$$
\left(\frac{1}{R_k} + i\omega C_k\right)^{-1} = \frac{R_k}{1 + i\omega\tau_k}, \qquad \tau_k = R_k C_k .
$$

Impedances in series add, so the whole circuit has

$$
Z(\omega) = R_0 + \sum_k \frac{R_k}{1 + i\omega\tau_k}.
$$

```lean
/-- Impedance at angular frequency `ω` of a series resistance `R₀` followed by parallel
RC elements with resistances `R k` and time constants `τ k`. -/
def impedance (R₀ : ℝ) (R τ : ι → ℝ) (ω : ℝ) : ℂ :=
  (R₀ : ℂ) + ∑ k, (R k : ℂ) / (1 + Complex.I * ω * τ k)
```

The definition takes this last formula as its starting point; the circuit laws that lead to it are not formalised. The arguments `R` and `τ` are real-valued functions on the labels, `R₀` and `ω` are real numbers, and the result is complex. Here $\omega$ is the angular frequency, so a frequency $f$ in hertz enters as $\omega = 2\pi f$. The definition puts no sign condition on any parameter, and each theorem states the conditions it needs. The denominator has real part one and therefore never vanishes.

The model contains ideal resistors and capacitors only. Constant-phase elements, diffusion impedances, inductors and continuous distributions of time constants are not covered.

## The imaginary part of one element

Multiply numerator and denominator of a single element, with resistance $r$ and time constant $t$, by the complex conjugate of the denominator:

$$
\frac{r}{1 + i\omega t} = \frac{r(1 - i\omega t)}{1 + (\omega t)^2},
\qquad
\operatorname{Im}\frac{r}{1 + i\omega t} = -\frac{r\,\omega t}{1 + (\omega t)^2}.
$$

```lean
/-- The imaginary part of the impedance of a single RC element with resistance `r` and
time constant `t`. -/
theorem element_im (r t ω : ℝ) :
    ((r : ℂ) / (1 + Complex.I * ω * t)).im = -(r * (ω * t) / (1 + (ω * t) ^ 2)) := by
  have hre : (1 + Complex.I * (ω : ℂ) * (t : ℂ)).re = 1 := by simp
  have him : (1 + Complex.I * (ω : ℂ) * (t : ℂ)).im = ω * t := by simp
  rw [Complex.div_im, Complex.normSq_apply, hre, him, Complex.ofReal_re, Complex.ofReal_im]
  have hd : (1 : ℝ) * 1 + ω * t * (ω * t) = 1 + (ω * t) ^ 2 := by ring
  rw [hd]
  ring
```

The proof first records that the denominator has real part $1$ and imaginary part $\omega t$. Mathlib's formula for the imaginary part of a quotient, `Complex.div_im`, then does the work of multiplying by the conjugate. The squared modulus appears as $1\cdot 1 + \omega t\cdot\omega t$, which `hd` rewrites as $1 + (\omega t)^2$.

## Adding the elements

Taking the imaginary part commutes with finite sums, and the real number $R_0$ contributes nothing. Hence

$$
-\operatorname{Im} Z(\omega) = \sum_k \frac{R_k\,\omega\tau_k}{1 + (\omega\tau_k)^2}.
$$

```lean
/-- The negative imaginary part of the Voigt impedance is the sum over its elements of `R k * (ω * τ
k) / (1 + (ω * τ k) ^ 2)`. -/
theorem neg_im_impedance (R₀ : ℝ) (R τ : ι → ℝ) (ω : ℝ) :
    -(impedance R₀ R τ ω).im = ∑ k, R k * (ω * τ k) / (1 + (ω * τ k) ^ 2) := by
  simp only [impedance, Complex.add_im, Complex.ofReal_im, Complex.im_sum, element_im,
    Finset.sum_neg_distrib, zero_add, neg_neg]
```

Each summand is a Debye loss term. For positive $R_k$ and $\tau_k$ it rises from zero at $\omega = 0$, reaches $R_k/2$ at $\omega = 1/\tau_k$ and falls again. This already suggests the bound: the sum cannot exceed the sum of the separate maxima, and it reaches that value only if all the maxima are taken at the same frequency. An exact formula for the difference gives both statements together.

## The shortfall as a sum of squares

Write $x_k = \omega\tau_k$. For each element,

$$
\frac12 - \frac{x_k}{1 + x_k^2}
= \frac{1 + x_k^2 - 2x_k}{2(1 + x_k^2)}
= \frac{(1 - x_k)^2}{2(1 + x_k^2)}.
$$

Multiplying by $R_k$ and summing gives

$$
\frac12\sum_k R_k - \bigl(-\operatorname{Im} Z(\omega)\bigr)
= \sum_k R_k\,\frac{(1 - \omega\tau_k)^2}{2\bigl(1 + (\omega\tau_k)^2\bigr)}.
$$

```lean
/-- Half the sum of the `R k`, minus `-Im Z`, equals a sum of squares weighted by the `R k`. -/
theorem half_resistance_sub_neg_im (R₀ : ℝ) (R τ : ι → ℝ) (ω : ℝ) :
    (∑ k, R k) / 2 - -(impedance R₀ R τ ω).im
      = ∑ k, R k * ((1 - ω * τ k) ^ 2 / (2 * (1 + (ω * τ k) ^ 2))) := by
  rw [neg_im_impedance, Finset.sum_div, ← Finset.sum_sub_distrib]
  refine Finset.sum_congr rfl fun k _ => ?_
  generalize ω * τ k = x
  have hx : 1 + x ^ 2 ≠ 0 := by positivity
  field_simp
  ring
```

This identity holds for all real parameters, whatever their signs. The proof combines the two sums on the left into one and compares the summands label by label. The step `generalize ω * τ k = x` introduces the abbreviation $x_k$, after which `field_simp` clears the denominators and `ring` confirms the remaining polynomial identity.

In the opening example at $\omega = \tfrac12\ \mathrm{s}^{-1}$ the two values of $x_k$ are $\tfrac12$ and $2$. Each element contributes $0.1\ \Omega$ to the shortfall, which accounts for the difference between $1\ \Omega$ and $0.8\ \Omega$.

## The bound and the case of equality

Let every $R_k$ be positive. Each term of the shortfall is then a positive number times a square over a positive denominator, so it is nonnegative, and

$$
-\operatorname{Im} Z(\omega) \le \frac12\sum_k R_k .
$$

Equality means that the shortfall is zero. A finite sum of nonnegative terms is zero only if every term is zero, and since $R_k > 0$ this forces $(1 - \omega\tau_k)^2 = 0$, that is, $\omega\tau_k = 1$ for every $k$. Conversely, if $\omega\tau_k = 1$ for every $k$, all the terms vanish and equality holds.

```lean
/-- For positive resistances `R k`, `-Im Z` is at most half their sum, with equality exactly
when `ω τ k = 1` for every element. -/
theorem neg_im_le_half_resistance (R₀ : ℝ) (R τ : ι → ℝ) (ω : ℝ) (hR : ∀ k, 0 < R k) :
    -(impedance R₀ R τ ω).im ≤ (∑ k, R k) / 2 ∧
      (-(impedance R₀ R τ ω).im = (∑ k, R k) / 2 ↔ ∀ k, ω * τ k = 1) := by
  have hdef := half_resistance_sub_neg_im R₀ R τ ω
  have hterm : ∀ k ∈ (Finset.univ : Finset ι),
      0 ≤ R k * ((1 - ω * τ k) ^ 2 / (2 * (1 + (ω * τ k) ^ 2))) := fun k _ =>
    mul_nonneg (hR k).le (by positivity)
  have hsum := Finset.sum_nonneg hterm
  refine ⟨by linarith, fun h => ?_, fun h => ?_⟩
  · -- a vanishing sum of nonnegative terms forces every square to vanish
    have h0 : ∑ k, R k * ((1 - ω * τ k) ^ 2 / (2 * (1 + (ω * τ k) ^ 2))) = 0 := by
      linarith
    intro k
    have hk := (Finset.sum_eq_zero_iff_of_nonneg hterm).mp h0 k (Finset.mem_univ k)
    have hq := (mul_eq_zero.mp hk).resolve_left (hR k).ne'
    have hd : 2 * (1 + (ω * τ k) ^ 2) ≠ 0 := by positivity
    have hs := (div_eq_zero_iff.mp hq).resolve_right hd
    have hl : 1 - ω * τ k = 0 := pow_eq_zero_iff (two_ne_zero) |>.mp hs
    linarith
  · -- at the common characteristic frequency every term of the shortfall is zero
    have h0 : ∑ k, R k * ((1 - ω * τ k) ^ 2 / (2 * (1 + (ω * τ k) ^ 2))) = 0 :=
      Finset.sum_eq_zero fun k _ => by rw [h k]; norm_num
    linarith
```

The hypothesis `hR` says that all the resistances in the RC elements are positive, as they are for passive resistors. The conclusion has two parts joined by `∧`: the inequality, and the equivalence between equality and `∀ k, ω * τ k = 1`. For $\omega > 0$ this condition says that every $\tau_k$ equals $1/\omega$. The product form also makes sense at $\omega = 0$, where it is false for every element. No assumption is made about $R_0$, $\omega$ or the time constants. For a circuit with no RC elements both sides of the bound are zero, and the condition on the elements holds because there are none.

In the proof, `hterm` is the nonnegativity of each term and `hsum` that of their sum; together with the identity for the shortfall, `linarith` obtains the inequality. In the forward direction of the equivalence, `Finset.sum_eq_zero_iff_of_nonneg` passes from a vanishing sum to vanishing terms. The next lines remove the nonzero factor $R_k$, then the nonzero denominator, then the square. The converse substitutes $\omega\tau_k = 1$ into each term.

Positivity of the resistances is used in both parts. With a negative resistance the bound can fail: for $R_1 = 1$, $R_2 = -1$, $\tau_1 = 1$, $\tau_2 = 2$ and $\omega = 1$, one finds $-\operatorname{Im} Z = \tfrac12 - \tfrac25 = \tfrac1{10}$, while half the sum of the resistances is zero. (Read as a circuit, the second element then also has a negative capacitance, $C_2 = \tau_2/R_2 = -2$.) If a resistance is allowed to be zero, the inequality survives but the equality condition does not. With $R_1 = 1$, $\tau_1 = 1$, $\omega = 1$ and $R_2 = 0$, so that $\tau_2 = R_2 C_2 = 0$, equality holds although $\omega\tau_2 = 0 \ne 1$, because the second element has no influence on $Z$.

## When some frequency reaches the full height

The equality condition refers to one given frequency. One may also ask whether the value $\tfrac12\sum_k R_k$ is reached anywhere in the spectrum. Let all $R_k$ and all $\tau_k$ be positive. If the value is reached at some $\omega > 0$, then $\omega\tau_j = 1 = \omega\tau_k$ for any two elements $j$ and $k$, and dividing by $\omega$ gives $\tau_j = \tau_k$. If, conversely, all time constants have a common value $\tau$, then $\omega = 1/\tau$ is positive and satisfies $\omega\tau_k = 1$ for every $k$.

```lean
/-- For positive resistances and time constants, `-Im Z` equals half the sum of the `R k` at
some positive frequency if and only if all time constants coincide. -/
theorem exists_peak_iff_equal_time_constants (R₀ : ℝ) (R τ : ι → ℝ)
    (hR : ∀ k, 0 < R k) (hτ : ∀ k, 0 < τ k) :
    (∃ ω : ℝ, 0 < ω ∧ -(impedance R₀ R τ ω).im = (∑ k, R k) / 2) ↔
      ∀ j k, τ j = τ k := by
  constructor
  · rintro ⟨ω, hω, h⟩ j k
    have h' := (neg_im_le_half_resistance R₀ R τ ω hR).2.mp h
    exact mul_left_cancel₀ hω.ne' ((h' j).trans (h' k).symm)
  · intro h
    rcases isEmpty_or_nonempty ι with hι | ⟨⟨k₀⟩⟩
    · exact ⟨1, one_pos, (neg_im_le_half_resistance R₀ R τ 1 hR).2.mpr
        fun k => isEmptyElim k⟩
    · -- the inverse of the common time constant is the required frequency
      refine ⟨1 / τ k₀, one_div_pos.mpr (hτ k₀),
        (neg_im_le_half_resistance R₀ R τ _ hR).2.mpr fun k => ?_⟩
      rw [h k k₀]
      exact one_div_mul_cancel (hτ k₀).ne'
```

The left side of the equivalence asserts that a positive frequency with the full height exists; the right side, `∀ j k, τ j = τ k`, says that all the time constants coincide. With exactly one element the right side is automatic, so the full height $R/2$ is reached; by the equality condition of the previous theorem this happens at $\omega = 1/\tau$. The proof follows the two directions above, with `mul_left_cancel₀` as the division by $\omega$. In the converse direction it treats the circuit without elements separately, since there is then no time constant to invert; any positive frequency serves, and the proof takes $\omega = 1$.

The condition $\tau_k > 0$ matters for this converse. A single element with $R = 1$ and $\tau = 0$ is a plain resistor: its time constants trivially coincide, but $-\operatorname{Im} Z$ is zero at every frequency and never reaches $\tfrac12$.

## Each element on its own circle

The bound on the height belongs to a bound on the position of $Z$ in the complex plane. Let $z = 1 + i\omega t$ be the denominator of one element, with resistance $r \ge 0$. Since $\operatorname{Re} z = 1$, we have $z + \bar z = 2$, so $\bar z = 2 - z$ and therefore $|2 - z| = |z|$. It follows that

$$
\left|\frac{r}{z} - \frac r2\right|
= \frac r2\,\frac{|2 - z|}{|z|}
= \frac r2 .
$$

```lean
/-- If `z` has real part one and `r` is nonnegative, then `r / z` lies on the circle with
centre `r / 2` and radius `r / 2`. -/
theorem element_on_circle (r : ℝ) (hr : 0 ≤ r) (z : ℂ) (hz : z.re = 1) :
    ‖(r : ℂ) / z - (r : ℂ) / 2‖ = r / 2 := by
  have hz0 : z ≠ 0 := by
    intro h
    rw [h] at hz
    simp at hz
  -- reflection in the real axis sends `z` to `2 - z`
  have hc : (starRingEnd ℂ) z = 2 - z := by
    apply Complex.ext <;> norm_num [hz]
  have hn : ‖2 - z‖ = ‖z‖ := by
    rw [← hc]
    exact RCLike.norm_conj z
  have e : (r : ℂ) / z - (r : ℂ) / 2 = ((r / 2 : ℝ) : ℂ) * ((2 - z) / z) := by
    rw [sub_div, div_self hz0]
    push_cast
    ring
  rw [e, norm_mul, norm_div, hn, div_self (norm_ne_zero_iff.mpr hz0), mul_one,
    Complex.norm_real, Real.norm_of_nonneg (by linarith : (0 : ℝ) ≤ r / 2)]
```

The lemma is stated for any complex number `z` with real part one, which is all that the argument uses. In the proof, `hc` is the identity $\bar z = 2 - z$, `hn` the equality of the two moduli, and `e` the factorisation of the difference.

## The whole spectrum in one disk

The centre $R_0 + \tfrac12\sum_k R_k$ is $R_0$ plus the sum of the centres of the individual circles. Subtracting it from $Z$ leaves a sum of the differences just computed, and the triangle inequality gives, for $R_k \ge 0$,

$$
\left|Z(\omega) - R_0 - \frac12\sum_k R_k\right|
\le \sum_k \left|\frac{R_k}{1 + i\omega\tau_k} - \frac{R_k}{2}\right|
= \frac12\sum_k R_k .
$$

```lean
/-- For nonnegative resistances `R k`, the impedance lies in the closed disk whose centre is
`R₀` plus half the sum of the `R k` and whose radius is half that sum. -/
theorem impedance_mem_disk (R₀ : ℝ) (R τ : ι → ℝ) (ω : ℝ) (hR : ∀ k, 0 ≤ R k) :
    ‖impedance R₀ R τ ω - ((R₀ + (∑ k, R k) / 2 : ℝ) : ℂ)‖ ≤ (∑ k, R k) / 2 := by
  -- measure every element from the centre of its own circle
  have e : impedance R₀ R τ ω - ((R₀ + (∑ k, R k) / 2 : ℝ) : ℂ)
      = ∑ k, ((R k : ℂ) / (1 + Complex.I * ω * τ k) - (R k : ℂ) / 2) := by
    rw [Finset.sum_sub_distrib, ← Finset.sum_div, impedance]
    push_cast
    ring
  rw [e, Finset.sum_div]
  refine (norm_sum_le _ _).trans (le_of_eq ?_)
  exact Finset.sum_congr rfl fun k _ => element_on_circle (R k) (hR k) _ (by simp)

end

end VoigtImpedance
```

The bars `‖ ‖` denote the complex modulus. The hypothesis is weaker than before, since zero resistances are allowed, and the statement holds for every real $\omega$ and all real time constants. The identity `e` distributes the centre over the elements, `norm_sum_le` is the triangle inequality, and the last line evaluates each modulus by the circle lemma. With a single element of resistance $-1$ the claim fails at once, because the right side would be $-\tfrac12$ and no modulus is negative.

In the opening example $Z = R_0 + 1 - 0.8\,i$, in ohms, at $\omega = \tfrac12\ \mathrm{s}^{-1}$. This point lies directly below the centre of the disk in the complex plane, or above it in a Nyquist plot with $-\operatorname{Im} Z$ upwards, at a distance of $0.8\ \Omega$, while the radius is $1\ \Omega$.

```lean
#print axioms VoigtImpedance.neg_im_le_half_resistance
#print axioms VoigtImpedance.exists_peak_iff_equal_time_constants
#print axioms VoigtImpedance.impedance_mem_disk
```

```
'VoigtImpedance.neg_im_le_half_resistance' depends on axioms: [propext, Classical.choice, Quot.sound]
'VoigtImpedance.exists_peak_iff_equal_time_constants' depends on axioms: [propext, Classical.choice, Quot.sound]
'VoigtImpedance.impedance_mem_disk' depends on axioms: [propext, Classical.choice, Quot.sound]
```
